# The angular density of a d shell is constant exactly when its real symmetric occupation matrix is a multiple of the identity

Up to a constant normalisation factor, an electron in $d_{xy}$ has the angular density $3x^2y^2$ on the unit sphere, with four lobes around the $z$ axis. Add an equal occupation of $d_{x^2-y^2}$ and the lobes fill in:

$$3x^2y^2+\tfrac34(x^2-y^2)^2=\tfrac34(x^2+y^2)^2 .$$

The sum no longer depends on the angle around $z$. In an ultrasoft pseudopotential calculation with a single d channel, the d occupations shape the d–d part of the augmentation charge around an atom in the same way, and the question is which occupations make that part spherical.

## Constant, axial and cubic densities

Take the d functions in the order $z^2,\ xz,\ yz,\ xy,\ x^2-y^2$, numbered 0 to 4:

$$d_0=\tfrac12(2z^2-x^2-y^2),\quad d_1=\sqrt3\,xz,\quad d_2=\sqrt3\,yz,\quad d_3=\sqrt3\,xy,\quad d_4=\tfrac{\sqrt3}{2}(x^2-y^2).$$

For an occupation matrix $n$, let $D=\sum_{ij}n_{ij}d_id_j$. On the unit sphere:

- **Filled shell of one spin**, $n=1$: $D=1$.
- **Axial**, with $n_0$ in $z^2$, $n_1$ in each of $xz,yz$ and $n_2$ in each of $xy,x^2-y^2$:
$$D=\tfrac{n_0+2n_1+2n_2}{5}+\tfrac27(n_0+n_1-2n_2)P_2(z)+\tfrac6{35}(3n_0-4n_1+n_2)P_4(z),$$
where $P_2(z)=(3z^2-1)/2$ and $P_4(z)=(35z^4-30z^2+3)/8$. A single $d_{z^2}$ electron gives $\tfrac15+\tfrac27P_2+\tfrac{18}{35}P_4$.
- **Cubic**, with $a$ in each $e_g$ and $b$ in each $t_{2g}$ function:
$$D=\tfrac{2a+3b}5+\tfrac32(a-b)\left(x^4+y^4+z^4-\tfrac35\right).$$
- **Converse**: for real symmetric $n$, $D=c$ on the whole sphere if and only if $n=c\cdot1$.

These functions are $\sqrt{4\pi/5}$ times the normalised real harmonics, so densities built from normalised harmonics carry an extra factor $5/(4\pi)$.

## Multipoles in an augmentation routine

A code that expands augmentation charges in multipoles $L$ needs $L=0,2,4$ for d–d pairs. For a single d channel with real symmetric occupations, the identity matrix must leave only $L=0$. A remainder at $L=2$ or $4$ points to wrong relative scaling or wrong coupling coefficients. Reordered or sign-flipped orbitals pass this check. A $d_{z^2}$-only occupation is a useful second case: it exposes a reordering that puts another orbital in the place of $d_{z^2}$. A flipped relative sign can show only when off-diagonal occupations are present.

For one electron in $d_{z^2}$, the axial formula can be checked at the equator. There $z=0$, $P_2=-\tfrac12$ and $P_4=\tfrac38$, so

$$\tfrac15-\tfrac17+\tfrac{27}{140}=\tfrac{28-20+27}{140}=\tfrac14,$$

which agrees with $d_0^2=(-\tfrac12)^2$. With normalised harmonics the value is $5/(16\pi)\approx0.0995$.

## From squared orbitals to fifteen directions

Put $s=x^2+y^2$. The opening identity, together with $d_1^2+d_2^2=3z^2s$, gives the axial density

$$D=\tfrac{n_0}4(2z^2-s)^2+3n_1z^2s+\tfrac34n_2s^2 .$$

With all occupations equal to 1 this is $z^4+2z^2s+s^2=(x^2+y^2+z^2)^2$. On the sphere $s=1-z^2$; inserting $z^2=\tfrac13+\tfrac23P_2$ and $z^4=\tfrac15+\tfrac47P_2+\tfrac8{35}P_4$ gives the axial formula.

For the cubic case let $S=x^4+y^4+z^4$. On the sphere $x^2y^2+y^2z^2+z^2x^2=(1-S)/2$. The $t_{2g}$ squares therefore sum to $\tfrac32(1-S)$, and the $e_g$ squares to the rest, $\tfrac12(3S-1)$. Weighting by $b$ and $a$ gives the formula.

For the converse, $D$ is homogeneous of degree four, so $D=c$ on the sphere implies $D=c\,(x^2+y^2+z^2)^2$ at every nonzero point. Integer points then suffice:

1. $(0,0,1)$ gives $n_{00}=c$. The sum and difference of the equations at $(1,0,0)$ and $(0,1,0)$ give $n_{44}=c$ and $n_{04}=0$.
2. $(1,0,\pm1)$ give $n_{11}=c$ and $\sqrt3\,n_{01}+3n_{14}=0$. Then $(1,0,2)$ gives $7\sqrt3\,n_{01}+3n_{14}=0$, so both vanish.
3. $(0,1,\pm1)$ and $(0,1,2)$ likewise give $n_{22}=c$ and $n_{02}=n_{24}=0$.
4. $(1,\pm1,0)$ give $n_{33}=c$ and $n_{03}=0$; $(1,2,0)$ gives $n_{34}=0$.
5. $(1,1,1)$, $(1,1,-1)$ and $(1,-1,1)$ give
$$n_{12}+n_{13}+n_{23}=0,\quad n_{12}-n_{13}-n_{23}=0,\quad -n_{12}-n_{13}+n_{23}=0,$$
so all three vanish.

Conversely, $n=c\cdot1$ gives $D=c$ by the filled-shell identity.

## Definitions and theorems in Lean

```lean
import Mathlib

open Finset

namespace DShellAugmentation

noncomputable section

/-- The five real d functions z², xz, yz, xy, x²-y² as homogeneous quadratic polynomials,
scaled so that the first equals 1 at the point (0, 0, 1). -/
def dOrbital (x y z : ℝ) : Fin 5 → ℝ :=
  ![(2 * z ^ 2 - x ^ 2 - y ^ 2) / 2, Real.sqrt 3 * (x * z), Real.sqrt 3 * (y * z),
    Real.sqrt 3 * (x * y), Real.sqrt 3 * ((x ^ 2 - y ^ 2) / 2)]

/-- The angular density of a d shell with occupation matrix `n`: the sum of the products of pairs of
d functions, weighted by the entries of `n`. -/
def augDensity (n : Matrix (Fin 5) (Fin 5) ℝ) (x y z : ℝ) : ℝ :=
  ∑ i, ∑ j, n i j * dOrbital x y z i * dOrbital x y z j

/-- The Legendre polynomial of degree two. -/
def P2 (t : ℝ) : ℝ := (3 * t ^ 2 - 1) / 2

/-- The Legendre polynomial of degree four. -/
def P4 (t : ℝ) : ℝ := (35 * t ^ 4 - 30 * t ^ 2 + 3) / 8

/-- The squares of the five d functions add up to the fourth power of the radius. -/
theorem filled_d_shell (x y z : ℝ) :
    ∑ i, dOrbital x y z i ^ 2 = (x ^ 2 + y ^ 2 + z ^ 2) ^ 2 := by
  have hs : Real.sqrt 3 ^ 2 = 3 := Real.sq_sqrt (by norm_num)
  simp only [dOrbital, Fin.sum_univ_five, Matrix.cons_val]
  linear_combination
    (x ^ 2 * z ^ 2 + y ^ 2 * z ^ 2 + x ^ 2 * y ^ 2 + (x ^ 2 - y ^ 2) ^ 2 / 4) * hs

/-- For a diagonal occupation matrix the density is the sum of the squared d functions,
each weighted by its occupation. -/
theorem augDensity_diagonal (w : Fin 5 → ℝ) (x y z : ℝ) :
    augDensity (Matrix.diagonal w) x y z = ∑ i, w i * dOrbital x y z i ^ 2 := by
  unfold augDensity
  refine Finset.sum_congr rfl fun i _ => ?_
  rw [Finset.sum_eq_single i]
  · rw [Matrix.diagonal_apply_eq]
    ring
  · intro j _ hj
    rw [Matrix.diagonal_apply_ne _ hj.symm]
    ring
  · simp

/-- On the unit sphere, a d shell with occupation `n0` of z², `n1` of each of xz and yz, and
`n2` of each of xy and x²-y² has a density made of a constant, a P2 and a P4 term in z,
with the coefficients shown. -/
theorem axial_multipoles (n0 n1 n2 x y z : ℝ) (h : x ^ 2 + y ^ 2 + z ^ 2 = 1) :
    augDensity (Matrix.diagonal ![n0, n1, n1, n2, n2]) x y z =
      (n0 + 2 * n1 + 2 * n2) / 5 + 2 / 7 * (n0 + n1 - 2 * n2) * P2 z
        + 6 / 35 * (3 * n0 - 4 * n1 + n2) * P4 z := by
  have hs : Real.sqrt 3 ^ 2 = 3 := Real.sq_sqrt (by norm_num)
  have hw : x ^ 2 + y ^ 2 = 1 - z ^ 2 := by linarith
  -- the density depends on x and y only through x² + y²
  have key : augDensity (Matrix.diagonal ![n0, n1, n1, n2, n2]) x y z =
      n0 * ((2 * z ^ 2 - (x ^ 2 + y ^ 2)) / 2) ^ 2 + 3 * n1 * z ^ 2 * (x ^ 2 + y ^ 2)
        + 3 / 4 * n2 * (x ^ 2 + y ^ 2) ^ 2 := by
    rw [augDensity_diagonal]
    simp only [dOrbital, Fin.sum_univ_five, Matrix.cons_val]
    linear_combination (n1 * (x ^ 2 * z ^ 2 + y ^ 2 * z ^ 2)
      + n2 * (x ^ 2 * y ^ 2 + (x ^ 2 - y ^ 2) ^ 2 / 4)) * hs
  rw [key, hw]
  unfold P2 P4
  ring

/-- On the unit sphere, a d shell with occupation `a` of each e_g function (z², x²-y²) and `b`
of each t_2g function (xz, yz, xy) has a density made of a constant and a multiple of the
cubic quartic form x⁴ + y⁴ + z⁴ - 3/5. -/
theorem cubic_multipoles (a b x y z : ℝ) (h : x ^ 2 + y ^ 2 + z ^ 2 = 1) :
    augDensity (Matrix.diagonal ![a, b, b, b, a]) x y z =
      (2 * a + 3 * b) / 5 + 3 / 2 * (a - b) * (x ^ 4 + y ^ 4 + z ^ 4 - 3 / 5) := by
  have hs : Real.sqrt 3 ^ 2 = 3 := Real.sq_sqrt (by norm_num)
  rw [augDensity_diagonal]
  simp only [dOrbital, Fin.sum_univ_five, Matrix.cons_val]
  linear_combination (b * (x ^ 2 * z ^ 2 + y ^ 2 * z ^ 2 + x ^ 2 * y ^ 2)
    + a * (x ^ 2 - y ^ 2) ^ 2 / 4) * hs
    + (3 * b - a) / 2 * (x ^ 2 + y ^ 2 + z ^ 2 + 1) * h

/-- The density is homogeneous of degree four in the position. -/
theorem augDensity_scale (n : Matrix (Fin 5) (Fin 5) ℝ) (t x y z : ℝ) :
    augDensity n (t * x) (t * y) (t * z) = t ^ 4 * augDensity n x y z := by
  simp only [augDensity, dOrbital, Fin.sum_univ_five, Matrix.cons_val]
  ring

/-- If the density has the constant value `c` on the unit sphere, then at every point other than
the origin it is `c` times the fourth power of the radius. -/
theorem augDensity_of_sphere (n : Matrix (Fin 5) (Fin 5) ℝ) (c : ℝ)
    (h : ∀ x y z : ℝ, x ^ 2 + y ^ 2 + z ^ 2 = 1 → augDensity n x y z = c)
    (x y z : ℝ) (hp : 0 < x ^ 2 + y ^ 2 + z ^ 2) :
    augDensity n x y z = c * (x ^ 2 + y ^ 2 + z ^ 2) ^ 2 := by
  -- divide the position by its length t
  obtain ⟨t, ht0, ht⟩ : ∃ t : ℝ, 0 < t ∧ t ^ 2 = x ^ 2 + y ^ 2 + z ^ 2 :=
    ⟨Real.sqrt (x ^ 2 + y ^ 2 + z ^ 2), Real.sqrt_pos.2 hp, Real.sq_sqrt hp.le⟩
  have hu : (x / t) ^ 2 + (y / t) ^ 2 + (z / t) ^ 2 = 1 := by
    have e : (x / t) ^ 2 + (y / t) ^ 2 + (z / t) ^ 2
        = (x ^ 2 + y ^ 2 + z ^ 2) / t ^ 2 := by ring
    rw [e, ← ht, div_self (by positivity)]
  have h2 := augDensity_scale n t (x / t) (y / t) (z / t)
  have hc : ∀ u : ℝ, t * (u / t) = u := fun u => by field_simp
  rw [hc, hc, hc, h _ _ _ hu] at h2
  rw [h2, ← ht]
  ring

set_option maxHeartbeats 400000 in
/-- For a real symmetric occupation matrix, the d-shell density has the constant value `c` on
the unit sphere exactly when the matrix is `c` times the identity. -/
theorem spherical_iff (n : Matrix (Fin 5) (Fin 5) ℝ) (hn : n.IsSymm) (c : ℝ) :
    (∀ x y z : ℝ, x ^ 2 + y ^ 2 + z ^ 2 = 1 → augDensity n x y z = c) ↔
      n = c • (1 : Matrix (Fin 5) (Fin 5) ℝ) := by
  constructor
  · intro h
    have hs : Real.sqrt 3 ^ 2 = 3 := Real.sq_sqrt (by norm_num)
    have hs0 : Real.sqrt 3 ≠ 0 := by positivity
    -- homogeneity carries the value on the sphere to every nonzero point
    have hom := augDensity_of_sphere n c h
    have e1 := hn.apply 0 1
    have e2 := hn.apply 0 2
    have e3 := hn.apply 0 3
    have e4 := hn.apply 0 4
    have e5 := hn.apply 1 2
    have e6 := hn.apply 1 3
    have e7 := hn.apply 1 4
    have e8 := hn.apply 2 3
    have e9 := hn.apply 2 4
    have e10 := hn.apply 3 4
    -- the density written out as a quartic polynomial
    have key : ∀ x y z : ℝ, 0 < x ^ 2 + y ^ 2 + z ^ 2 →
        n 0 0 * ((2 * z ^ 2 - x ^ 2 - y ^ 2) / 2) ^ 2
        + (2 * z ^ 2 - x ^ 2 - y ^ 2) * (Real.sqrt 3 * n 0 1 * (x * z)
          + Real.sqrt 3 * n 0 2 * (y * z) + Real.sqrt 3 * n 0 3 * (x * y)
          + Real.sqrt 3 * n 0 4 * ((x ^ 2 - y ^ 2) / 2))
        + 3 * (n 1 1 * (x * z) ^ 2 + n 2 2 * (y * z) ^ 2 + n 3 3 * (x * y) ^ 2
          + n 4 4 * (x ^ 2 - y ^ 2) ^ 2 / 4 + 2 * n 1 2 * (x * y * z ^ 2)
          + 2 * n 1 3 * (x ^ 2 * y * z) + n 1 4 * (x * z * (x ^ 2 - y ^ 2))
          + 2 * n 2 3 * (x * y ^ 2 * z) + n 2 4 * (y * z * (x ^ 2 - y ^ 2))
          + n 3 4 * (x * y * (x ^ 2 - y ^ 2)))
        = c * (x ^ 2 + y ^ 2 + z ^ 2) ^ 2 := by
      intro x y z hp
      have h2 := hom x y z hp
      simp only [augDensity, dOrbital, Fin.sum_univ_five, Matrix.cons_val,
        e1, e2, e3, e4, e5, e6, e7, e8, e9, e10] at h2
      linear_combination h2 - (n 1 1 * (x * z) ^ 2 + n 2 2 * (y * z) ^ 2
          + n 3 3 * (x * y) ^ 2
          + n 4 4 * (x ^ 2 - y ^ 2) ^ 2 / 4 + 2 * n 1 2 * (x * y * z ^ 2)
          + 2 * n 1 3 * (x ^ 2 * y * z) + n 1 4 * (x * z * (x ^ 2 - y ^ 2))
          + 2 * n 2 3 * (x * y ^ 2 * z) + n 2 4 * (y * z * (x ^ 2 - y ^ 2))
          + n 3 4 * (x * y * (x ^ 2 - y ^ 2))) * hs
    -- fifteen directions fix the fifteen independent occupations
    have p1 := key 0 0 1 (by norm_num)
    have p2 := key 1 0 0 (by norm_num)
    have p3 := key 0 1 0 (by norm_num)
    have a00 : n 0 0 = c := by linarith only [p1]
    have b4 : Real.sqrt 3 * n 0 4 = 0 := by linarith only [p2, p3]
    have a44 : n 4 4 = c := by linarith only [p2, p3, a00]
    have q1 := key 1 0 1 (by norm_num)
    have q2 := key 1 0 (-1) (by norm_num)
    have q3 := key 1 0 2 (by norm_num)
    have a11 : n 1 1 = c := by linarith only [q1, q2, a00, b4, a44]
    have b1 : Real.sqrt 3 * n 0 1 = 0 := by linarith only [q1, q3, a00, b4, a44, a11]
    have a14 : n 1 4 = 0 := by linarith only [q1, a00, b4, a44, a11, b1]
    have r1 := key 0 1 1 (by norm_num)
    have r2 := key 0 1 (-1) (by norm_num)
    have r3 := key 0 1 2 (by norm_num)
    have a22 : n 2 2 = c := by linarith only [r1, r2, a00, b4, a44]
    have b2 : Real.sqrt 3 * n 0 2 = 0 := by linarith only [r1, r3, a00, b4, a44, a22]
    have a24 : n 2 4 = 0 := by linarith only [r1, a00, b4, a44, a22, b2]
    have s1 := key 1 1 0 (by norm_num)
    have s2 := key 1 (-1) 0 (by norm_num)
    have s3 := key 1 2 0 (by norm_num)
    have a33 : n 3 3 = c := by linarith only [s1, s2, a00]
    have b3 : Real.sqrt 3 * n 0 3 = 0 := by linarith only [s1, s2]
    have a34 : n 3 4 = 0 := by linarith only [s3, a00, b3, b4, a33, a44]
    have t1 := key 1 1 1 (by norm_num)
    have t2 := key 1 1 (-1) (by norm_num)
    have t3 := key 1 (-1) 1 (by norm_num)
    have a12 : n 1 2 = 0 := by linarith only [t2, t3, a11, a22, a33, t1]
    have a23 : n 2 3 = 0 := by linarith only [t1, t3, a11, a22, a33, a12]
    have a13 : n 1 3 = 0 := by linarith only [t1, a11, a22, a33, a12, a23]
    have a01 := (mul_eq_zero.mp b1).resolve_left hs0
    have a02 := (mul_eq_zero.mp b2).resolve_left hs0
    have a03 := (mul_eq_zero.mp b3).resolve_left hs0
    have a04 := (mul_eq_zero.mp b4).resolve_left hs0
    ext i j
    fin_cases i <;> fin_cases j <;>
      simp [e1, e2, e3, e4, e5, e6, e7, e8, e9, e10, a00, a11, a22, a33, a44,
        a01, a02, a03, a04, a12, a13, a14, a23, a24, a34]
  · intro hc x y z h
    rw [hc, Matrix.smul_one_eq_diagonal, augDensity_diagonal, ← Finset.mul_sum,
      filled_d_shell, h]
    ring

end

end DShellAugmentation
```

```lean
#print axioms DShellAugmentation.axial_multipoles
-- 'DShellAugmentation.axial_multipoles' depends on axioms: [propext, Classical.choice, Quot.sound]
#print axioms DShellAugmentation.cubic_multipoles
-- 'DShellAugmentation.cubic_multipoles' depends on axioms: [propext, Classical.choice, Quot.sound]
#print axioms DShellAugmentation.spherical_iff
-- 'DShellAugmentation.spherical_iff' depends on axioms: [propext, Classical.choice, Quot.sound]
```

## Real occupations and a single angular factor

`dOrbital x y z` lists the five functions in the order above, and `augDensity n x y z` is $D$. The matrix `n` has real entries, with no positivity or upper bound imposed. `filled_d_shell` holds at every point of space; `axial_multipoles` and `cubic_multipoles` assume the sphere equation `h`. In `spherical_iff`, `hn` states that `n` is symmetric, and the left side requires the value `c` in every direction.

Symmetry matters for the converse because an antisymmetric part of $n$ adds nothing to $D$.

In the proofs, `augDensity_diagonal` removes the off-diagonal terms. The `linear_combination` steps then use $(\sqrt3)^2=3$ and, in the cubic case, the sphere equation. `augDensity_scale` is the homogeneity, and `augDensity_of_sphere` divides a point by its length to leave the sphere. Inside `spherical_iff`, `key` writes out the quartic; the facts labelled `p`, `q`, `r`, `s` and `t` are its values in steps 1 to 5, and `linarith` solves the resulting linear equations. The final `fin_cases` compares the matrices entry by entry.

The step left to the user is from this angular factor to a full augmentation charge. That charge also has radial functions. They can differ between the multipoles $L$ even for a single d channel, when each $L$ is pseudised separately, and several d projectors or s and p channels add further terms with their own radial shapes. The theorems describe one d–d angular factor and say nothing about how such terms combine.
